# With a unitary scattering matrix, transmission plus reflection in each lead equals its channel number and Landauer–Büttiker currents sum to zero

A small phase-coherent conductor is connected to several leads, each held at its own voltage and each carrying a few propagating channels. Electrons arrive in one channel and leave in another with amplitudes $S_{ab}$. I add up $|S_{ab}|^2$ over the channels of two leads to get a transmission $T_{pq}$. For small voltages at zero temperature, and in units where the conductance quantum is one, I write the current from lead $p$ as $I_p = N_pV_p - \sum_q T_{pq}V_q$, where $N_p$ is its number of channels. The sum includes $q=p$, where $T_{pp}$ is the reflection back into the lead.

The currents should then add to zero, and raising all voltages together should change nothing. Neither is visible in the formula, and I am told that both follow from $S$ being unitary, even in a magnetic field. Can this be made rigorous, with every hypothesis in view, and checked by machine?

## From unit probability to conserved currents

Yes. Let $a$ label outgoing and $b$ incoming channels, and write $a\in p$ when channel $a$ belongs to lead $p$. Then
$$T_{pq}=\sum_{a\in p}\sum_{b\in q}|S_{ab}|^2 .$$

Unitarity says $SS^\dagger=1$ and $S^\dagger S=1$. The diagonal entries of these two equations are
$$\sum_b S_{ab}\overline{S_{ab}}=\sum_b|S_{ab}|^2=1,\qquad \sum_a \overline{S_{ab}}S_{ab}=\sum_a|S_{ab}|^2=1 .$$

Every channel belongs to exactly one lead, so summing over the channels of each lead and then over all leads is the same as summing over all channels. Hence
$$\sum_q T_{pq}=\sum_{a\in p}\sum_b|S_{ab}|^2=N_p,\qquad \sum_p T_{pq}=\sum_{b\in q}\sum_a|S_{ab}|^2=N_q .$$

The column rule gives conservation:
$$\sum_p I_p=\sum_p N_pV_p-\sum_q\Big(\sum_p T_{pq}\Big)V_q=\sum_p N_pV_p-\sum_q N_qV_q=0 .$$

The row rule lets us replace $N_p$ in the current:
$$I_p=\sum_q T_{pq}V_p-\sum_q T_{pq}V_q=\sum_q T_{pq}(V_p-V_q).$$
Only voltage differences remain, so a common shift $V_q\to V_q+c$ has no effect.

## Dissipated power and the two-lead conductor

The two rules together also determine the electrical power. Expanding the square,
$$\tfrac12\sum_{p,q}T_{pq}(V_p-V_q)^2=\tfrac12\sum_pN_pV_p^2+\tfrac12\sum_qN_qV_q^2-\sum_{p,q}T_{pq}V_pV_q=\sum_pV_pI_p .$$
The row rule was used for the first term and the column rule for the second. Since $T_{pq}\ge0$, the power is nonnegative. It is zero exactly when every term is zero, that is, when $V_p=V_q$ for each pair with $T_{pq}\neq0$. Groups of leads with no transmission between them may still sit at different voltages.

For two leads, numbered 0 and 1, the row and column rules for lead 0 read $T_{00}+T_{01}=N_0$ and $T_{00}+T_{10}=N_0$, so $T_{01}=T_{10}$. The difference formula then gives $I_0=T_{01}(V_0-V_1)$.

## How the Lean statement describes the conductor

The finite types `n` and `L` are the channels and the leads, and `lead : n → L` assigns each channel to its lead. The same labels serve for incoming and outgoing waves. A lead may have no channels, in which case its transmissions and its current are zero.

- `channels lead p` is the set of channels in lead $p$, and `channelCount lead p` is $N_p$ as a real number.
- `transmission S lead p q` is $T_{pq}$, from lead $q$ into lead $p$. Its diagonal value $T_{pp}$ is the total reflection back into lead $p$.
- `current S lead V p` is $I_p$, positive when it enters the sample, in units where the conductance quantum is one. If spin states are counted as separate channels, that quantum is $e^2/h$.
- `S ∈ Matrix.unitaryGroup n ℂ` is the only physical hypothesis. It stands for scattering that loses and creates no particles, with amplitudes normalised to unit flux in the propagating channels.

The theorem `landauer_buettiker_sum_rules` states, for every such $S$ and every assignment of channels, the row rule, the column rule, zero total current for all real voltages, and invariance under any real shift `c`. Time-reversal symmetry is not assumed, so $S$ need not be symmetric. The power statements are `power_eq` and `power_nonneg_and_eq_zero_iff`, and the two-lead case is `two_terminal`. Every theorem in the file assumes that `S` is unitary, also where its docstring does not repeat this.

The Landauer–Büttiker current formula enters as the definition of `current`; it is not derived from quantum dynamics. The model has a single matrix $S$, as in linear response at zero temperature with $S$ taken at the Fermi energy. Energy integrals, interactions and inelastic scattering are absent. For non-interacting electrons with finitely many channels, the two sum rules give a simple consistency check on a numerically computed scattering matrix.

```lean
import Mathlib

open Finset

namespace LandauerBuettiker

noncomputable section

variable {n L : Type*} [Fintype n] [DecidableEq n] [Fintype L] [DecidableEq L]

/-- The scattering channels that belong to lead `p`. -/
def channels (lead : n → L) (p : L) : Finset n :=
  Finset.univ.filter (fun a => lead a = p)

/-- The number `N_p` of channels in lead `p`, as a real number. -/
def channelCount (lead : n → L) (p : L) : ℝ := ((channels lead p).card : ℝ)

/-- The total transmission `T_pq` from lead `q` into lead `p`: the sum of `|S_ab|²` over
outgoing channels `a` in `p` and incoming channels `b` in `q`. -/
def transmission (S : Matrix n n ℂ) (lead : n → L) (p q : L) : ℝ :=
  ∑ a ∈ channels lead p, ∑ b ∈ channels lead q, ‖S a b‖ ^ 2

/-- The current `I_p = N_p V_p - ∑ T_pq V_q` entering the sample from lead `p`, in units
where the conductance quantum is one. -/
def current (S : Matrix n n ℂ) (lead : n → L) (V : L → ℝ) (p : L) : ℝ :=
  channelCount lead p * V p - ∑ q, transmission S lead p q * V q

/-- For a unitary scattering matrix the probabilities `|S_ab|²` in each row add to one. -/
theorem row_probability {S : Matrix n n ℂ} (hS : S ∈ Matrix.unitaryGroup n ℂ) (a : n) :
    ∑ b, ‖S a b‖ ^ 2 = 1 := by
  have h := congrFun (congrFun (Matrix.mem_unitaryGroup_iff.mp hS) a) a
  rw [Matrix.mul_apply, Matrix.one_apply_eq] at h
  have h' : ((∑ b, ‖S a b‖ ^ 2 : ℝ) : ℂ) = 1 := by
    rw [← h, Complex.ofReal_sum]
    refine Finset.sum_congr rfl fun b _ => ?_
    rw [Matrix.star_apply, Complex.ofReal_pow]
    exact (Complex.mul_conj' _).symm
  exact_mod_cast h'

/-- For a unitary scattering matrix the probabilities `|S_ab|²` in each column add to one. -/
theorem column_probability {S : Matrix n n ℂ} (hS : S ∈ Matrix.unitaryGroup n ℂ) (b : n) :
    ∑ a, ‖S a b‖ ^ 2 = 1 := by
  have h := congrFun (congrFun (Matrix.mem_unitaryGroup_iff'.mp hS) b) b
  rw [Matrix.mul_apply, Matrix.one_apply_eq] at h
  have h' : ((∑ a, ‖S a b‖ ^ 2 : ℝ) : ℂ) = 1 := by
    rw [← h, Complex.ofReal_sum]
    refine Finset.sum_congr rfl fun a _ => ?_
    rw [Matrix.star_apply, Complex.ofReal_pow]
    exact (Complex.conj_mul' _).symm
  exact_mod_cast h'

/-- Row sum rule: the transmissions into lead `p` from all leads add to `N_p`. -/
theorem sum_transmission_row {S : Matrix n n ℂ} (hS : S ∈ Matrix.unitaryGroup n ℂ)
    (lead : n → L) (p : L) : ∑ q, transmission S lead p q = channelCount lead p := by
  unfold transmission
  rw [Finset.sum_comm]
  -- the incoming channels, grouped by lead, exhaust each row of `S`
  have h : ∀ a ∈ channels lead p, ∑ q, ∑ b ∈ channels lead q, ‖S a b‖ ^ 2 = 1 :=
    fun a _ => (Finset.sum_fiberwise Finset.univ lead (fun b => ‖S a b‖ ^ 2)).trans
      (row_probability hS a)
  rw [Finset.sum_congr rfl h]
  simp [channelCount]

/-- Column sum rule: the transmissions from lead `q` into all leads add to `N_q`. -/
theorem sum_transmission_column {S : Matrix n n ℂ} (hS : S ∈ Matrix.unitaryGroup n ℂ)
    (lead : n → L) (q : L) : ∑ p, transmission S lead p q = channelCount lead q := by
  have h : ∑ p, transmission S lead p q = ∑ a, ∑ b ∈ channels lead q, ‖S a b‖ ^ 2 :=
    Finset.sum_fiberwise Finset.univ lead (fun a => ∑ b ∈ channels lead q, ‖S a b‖ ^ 2)
  rw [h, Finset.sum_comm, Finset.sum_congr rfl (fun b _ => column_probability hS b)]
  simp [channelCount]

/-- The current in each lead depends on voltage differences only:
`I_p = ∑ T_pq (V_p - V_q)`. -/
theorem current_eq_sum_differences {S : Matrix n n ℂ} (hS : S ∈ Matrix.unitaryGroup n ℂ)
    (lead : n → L) (V : L → ℝ) (p : L) :
    current S lead V p = ∑ q, transmission S lead p q * (V p - V q) := by
  rw [current, ← sum_transmission_row hS lead p, Finset.sum_mul, ← Finset.sum_sub_distrib]
  exact Finset.sum_congr rfl fun q _ => by ring

/-- Landauer-Büttiker sum rules: for a unitary scattering matrix the rows and columns of `T`
add to the channel numbers, the currents add to zero, and a common shift of all voltages
leaves every current unchanged. -/
theorem landauer_buettiker_sum_rules {S : Matrix n n ℂ} (hS : S ∈ Matrix.unitaryGroup n ℂ)
    (lead : n → L) :
    (∀ p, ∑ q, transmission S lead p q = channelCount lead p) ∧
    (∀ q, ∑ p, transmission S lead p q = channelCount lead q) ∧
    (∀ V : L → ℝ, ∑ p, current S lead V p = 0) ∧
    (∀ (V : L → ℝ) (c : ℝ) (p : L),
      current S lead (fun q => V q + c) p = current S lead V p) := by
  refine ⟨sum_transmission_row hS lead, sum_transmission_column hS lead, fun V => ?_,
    fun V c p => ?_⟩
  · -- conservation: sum over the outgoing lead first
    have h : ∑ p, ∑ q, transmission S lead p q * V q = ∑ q, channelCount lead q * V q := by
      rw [Finset.sum_comm]
      refine Finset.sum_congr rfl fun q _ => ?_
      rw [← Finset.sum_mul, sum_transmission_column hS]
    simp only [current, Finset.sum_sub_distrib, h, sub_self]
  · rw [current_eq_sum_differences hS, current_eq_sum_differences hS]
    exact Finset.sum_congr rfl fun q _ => by ring

/-- The electrical power `∑ V_p I_p` equals half the sum of `T_pq (V_p - V_q)²` over all
ordered pairs of leads. -/
theorem power_eq {S : Matrix n n ℂ} (hS : S ∈ Matrix.unitaryGroup n ℂ)
    (lead : n → L) (V : L → ℝ) :
    ∑ p, V p * current S lead V p =
      1 / 2 * ∑ p, ∑ q, transmission S lead p q * (V p - V q) ^ 2 := by
  -- the two sum rules, weighted with squared voltages
  have h1 : ∑ p, ∑ q, transmission S lead p q * V p ^ 2 =
      ∑ p, channelCount lead p * V p ^ 2 := by
    refine Finset.sum_congr rfl fun p _ => ?_
    rw [← Finset.sum_mul, sum_transmission_row hS]
  have h2 : ∑ p, ∑ q, transmission S lead p q * V q ^ 2 =
      ∑ p, channelCount lead p * V p ^ 2 := by
    rw [Finset.sum_comm]
    refine Finset.sum_congr rfl fun q _ => ?_
    rw [← Finset.sum_mul, sum_transmission_column hS]
  have h3 : ∑ p, V p * current S lead V p = ∑ p, channelCount lead p * V p ^ 2 -
      ∑ p, ∑ q, transmission S lead p q * (V p * V q) := by
    rw [← Finset.sum_sub_distrib]
    refine Finset.sum_congr rfl fun p _ => ?_
    rw [current, mul_sub, Finset.mul_sum]
    congr 1
    · ring
    · exact Finset.sum_congr rfl fun q _ => by ring
  have h4 : ∑ p, ∑ q, transmission S lead p q * (V p - V q) ^ 2 =
      ∑ p, ∑ q, transmission S lead p q * V p ^ 2 +
      ∑ p, ∑ q, transmission S lead p q * V q ^ 2 -
      2 * ∑ p, ∑ q, transmission S lead p q * (V p * V q) := by
    simp only [Finset.mul_sum, ← Finset.sum_add_distrib, ← Finset.sum_sub_distrib]
    exact Finset.sum_congr rfl fun p _ => Finset.sum_congr rfl fun q _ => by ring
  linarith

/-- The power is never negative, and it vanishes exactly when any two leads with nonzero
transmission between them are at the same voltage. -/
theorem power_nonneg_and_eq_zero_iff {S : Matrix n n ℂ}
    (hS : S ∈ Matrix.unitaryGroup n ℂ) (lead : n → L) (V : L → ℝ) :
    0 ≤ ∑ p, V p * current S lead V p ∧
    (∑ p, V p * current S lead V p = 0 ↔
      ∀ p q, transmission S lead p q ≠ 0 → V p = V q) := by
  have hn : ∀ p q, 0 ≤ transmission S lead p q * (V p - V q) ^ 2 := fun p q =>
    mul_nonneg (Finset.sum_nonneg fun a _ => Finset.sum_nonneg fun b _ => sq_nonneg _)
      (sq_nonneg _)
  have hr : ∀ p, 0 ≤ ∑ q, transmission S lead p q * (V p - V q) ^ 2 :=
    fun p => Finset.sum_nonneg fun q _ => hn p q
  rw [power_eq hS]
  refine ⟨mul_nonneg (by norm_num) (Finset.sum_nonneg fun p _ => hr p), fun h p q hT => ?_,
    fun h => ?_⟩
  · -- a vanishing sum of nonnegative terms vanishes term by term
    have h0 : ∑ p, ∑ q, transmission S lead p q * (V p - V q) ^ 2 = 0 := by linarith
    have hp := (Finset.sum_eq_zero_iff_of_nonneg (fun p _ => hr p)).mp h0 p (Finset.mem_univ p)
    have hq := (Finset.sum_eq_zero_iff_of_nonneg (fun q _ => hn p q)).mp hp q
      (Finset.mem_univ q)
    rcases mul_eq_zero.mp hq with h' | h'
    · exact absurd h' hT
    · exact sub_eq_zero.mp (pow_eq_zero_iff two_ne_zero |>.mp h')
  · have h0 : ∑ p, ∑ q, transmission S lead p q * (V p - V q) ^ 2 = 0 := by
      refine Finset.sum_eq_zero fun p _ => Finset.sum_eq_zero fun q _ => ?_
      by_cases hT : transmission S lead p q = 0
      · rw [hT, zero_mul]
      · rw [h p q hT, sub_self]
        ring
    rw [h0, mul_zero]

/-- With two leads the transmissions in the two directions are equal, and the current is the
transmission times the voltage difference. -/
theorem two_terminal {S : Matrix n n ℂ} (hS : S ∈ Matrix.unitaryGroup n ℂ)
    (lead : n → Fin 2) (V : Fin 2 → ℝ) :
    transmission S lead 0 1 = transmission S lead 1 0 ∧
    current S lead V 0 = transmission S lead 0 1 * (V 0 - V 1) := by
  constructor
  · have h1 := sum_transmission_row hS lead 0
    have h2 := sum_transmission_column hS lead 0
    rw [Fin.sum_univ_two] at h1 h2
    linarith
  · rw [current_eq_sum_differences hS, Fin.sum_univ_two]
    ring

end

end LandauerBuettiker
```

```lean
#print axioms LandauerBuettiker.landauer_buettiker_sum_rules
-- 'LandauerBuettiker.landauer_buettiker_sum_rules' depends on axioms: [propext, Classical.choice, Quot.sound]
#print axioms LandauerBuettiker.power_nonneg_and_eq_zero_iff
-- 'LandauerBuettiker.power_nonneg_and_eq_zero_iff' depends on axioms: [propext, Classical.choice, Quot.sound]
#print axioms LandauerBuettiker.two_terminal
-- 'LandauerBuettiker.two_terminal' depends on axioms: [propext, Classical.choice, Quot.sound]
```

## How the proof follows the algebra

`row_probability` takes the diagonal entry of $SS^\dagger=1$ by applying `congrFun` twice, and expands the matrix product. `Complex.mul_conj'` turns each $S_{ab}\overline{S_{ab}}$ into $|S_{ab}|^2$. This equation lives in the complex numbers, and `exact_mod_cast` brings it back to the reals. `column_probability` does the same with $S^\dagger S=1$.

The grouping of channels by lead is the Mathlib lemma `Finset.sum_fiberwise`. In `sum_transmission_row`, `Finset.sum_comm` first moves the sum over leads $q$ inside the sum over $a\in p$. The grouping lemma then completes each row of $S$, which contributes one, and the final `simp` counts the channels. In `sum_transmission_column` the grouping comes first and the exchange of sums second.

`current_eq_sum_differences` replaces $N_p$ by the row sum and collects terms. In the main theorem, conservation exchanges the two sums and applies the column rule, while shift invariance rewrites both currents as sums of differences, where `ring` cancels $c$.

For `power_eq`, the steps `h1` and `h2` are the row and column rules weighted with squared voltages, `h3` expands $\sum_pV_pI_p$, and `h4` expands the square. These are linear relations among a few sums, so `linarith` finishes. The condition for zero power uses `Finset.sum_eq_zero_iff_of_nonneg` twice, once for each sum, to conclude that every single term vanishes. In the converse direction each term has either zero transmission or zero voltage difference. `two_terminal` subtracts the two rules for lead 0 and then writes out the two-term sum for the current.

## An absorbing conductor, and a current defined by differences

The examples here are worked by hand and have no theorem in the file. To see what unitarity does, take two leads with one channel each and
$$S=\begin{pmatrix}0&1\\0&0\end{pmatrix}.$$
This matrix is not unitary: a particle arriving from lead 0 is absorbed. The only nonzero transmission is $T_{01}=1$, so the row sum for lead 1 and the column sum for lead 0 are both 0 instead of 1. The currents are $I_0=V_0-V_1$ and $I_1=V_1$. They add to $V_0$, which is not zero in general, and $I_1$ changes under a common shift. Conservation and shift invariance both fail.

The current could also have been modelled as $I_p=\sum_qT_{pq}(V_p-V_q)$ from the start. For unitary $S$ this is the same quantity, but the work is distributed differently. Shift invariance then holds for any matrix $S$, simply by the form of the definition, and only conservation needs a condition, because
$$\sum_pI_p=\sum_pV_p\Big(\sum_qT_{pq}-\sum_qT_{qp}\Big).$$
This vanishes for all voltages exactly when each lead's row sum equals its column sum. The absorbing matrix above violates that condition, and its currents under this definition, $I_0=V_0-V_1$ and $I_1=0$, still do not add to zero. The definition in the file keeps the channel numbers explicit, so that shift invariance is a consequence of unitarity and not of the way the current is written.
